# With hopping 1/2 and zero energy on the first of two sites, the third Chebyshev moment on that site equals the second site's energy

The Hamiltonian H here is a real 2×2 matrix with hopping 1/2, energy zero on the first site and an arbitrary real energy e on the second. The Chebyshev vectors are built from the normalised start vector v = (1, 0) by t₀ = v, t₁ = Hv and tₖ₊₂ = 2Htₖ₊₁ − tₖ. The theorem states that H is Hermitian, that t₁ = (0, 1/2), and that the third moment m₃ = ⟨v, t₃⟩ is e. Two such Hamiltonians with different e therefore share v and t₁ but differ in m₃, so one application of the matrix to v does not fix the third moment. The proof treats the three claims separately, checking the first two entry by entry and leaving the moment to a single `simp` that unfolds the recursion and the sums.

An attempt in Lean 4 with a fault in it:

```lean
import Mathlib

open Matrix Polynomial

namespace ThirdMomentNotDetermined

variable {𝕜 ι : Type*} [RCLike 𝕜] [Fintype ι]

/-- The Chebyshev vectors of a matrix `A` and a start vector `v`, built by the three-term
recursion `t₀ = v`, `t₁ = A v`, `tₖ₊₂ = 2 A tₖ₊₁ - tₖ`. -/
def chebVec (A : Matrix ι ι 𝕜) (v : ι → 𝕜) : ℕ → ι → 𝕜
  | 0 => v
  | 1 => A *ᵥ v
  | k + 2 => (2 : 𝕜) • (A *ᵥ chebVec A v (k + 1)) - chebVec A v k

/-- The Chebyshev moment `mₖ = ⟨v, tₖ⟩`. -/
def moment (A : Matrix ι ι 𝕜) (v : ι → 𝕜) (k : ℕ) : 𝕜 :=
  star v ⬝ᵥ chebVec A v k

/-- A two-site Hamiltonian with hopping `1/2` and on-site energy `e` on the second site. -/
noncomputable def twoSite (e : ℝ) : Matrix (Fin 2) (Fin 2) ℝ :=
  !![0, 1 / 2; 1 / 2, e]

/-- One matrix application does not fix the third moment: for the two-site Hamiltonian `twoSite e`
started on the first site, `t₁` is independent of `e`, while `m₃ = e`. -/
theorem third_moment_not_determined (e : ℝ) :
    (twoSite e).IsHermitian ∧ chebVec (twoSite e) ![1, 0] 1 = ![0, 1 / 2] ∧
      moment (twoSite e) ![1, 0] 3 = e := by
  refine ⟨?_, ?_, ?_⟩
  · ext i j
    fin_cases i <;> fin_cases j <;> simp [twoSite]
  · ext i
    fin_cases i <;> simp [chebVec, twoSite, Matrix.mulVec, dotProduct, Fin.sum_univ_two]
  · simp [moment, chebVec, twoSite, Matrix.mulVec, dotProduct, Fin.sum_univ_two]

end ThirdMomentNotDetermined
```

Messages:

```
Main.lean:34:2: error: unsolved goals
case refine_3
e : ℝ
⊢ 2 * (2 * (e * 2⁻¹) * 2⁻¹) = e
Main.lean:34:36: warning: This simp argument is unused:
  Matrix.mulVec

Hint: Omit it from the simp argument list.
  [apply] simp [moment, chebVec, twoSite, dotProduct, Fin.sum_univ_two]

Note: This linter can be disabled with `set_option linter.unusedSimpArgs false`
```

The mended proof, as a diff:

```diff
@@ -32,5 +32,6 @@
   · ext i
     fin_cases i <;> simp [chebVec, twoSite, Matrix.mulVec, dotProduct, Fin.sum_univ_two]
-  · simp [moment, chebVec, twoSite, Matrix.mulVec, dotProduct, Fin.sum_univ_two]
+  · simp [moment, chebVec, twoSite, dotProduct, Fin.sum_univ_two]
+    ring
 
 end ThirdMomentNotDetermined
```

Cause. The error is in the third part. `simp` unfolds the moment and reduces it to `2 * (2 * (e * 2⁻¹) * 2⁻¹) = e`, then stops. This equation is true, since the two factors of 2 cancel the two factors of `2⁻¹`, but `e` and the brackets stand between them. Cancelling them takes regrouping and reordering of the product, which `simp` did not do here, so the goal stayed unsolved.

The added `ring` closes it. It proves identities by commutative-ring arithmetic, whatever the order and bracketing of the factors, and it can evaluate numerical inverses such as `2⁻¹` in the real numbers. Both sides thus come down to `e`.

The other change, dropping `Matrix.mulVec` from the `simp` list, is mere tidying: it answers the warning that this argument was unused and has no part in curing the error.
